# A many-particle polynomial has the factor z_i − z_j exactly when setting z_i equal to z_j makes it zero

The theorem concerns polynomials in the coordinates of N particles, with coefficients in any field, and says that such a polynomial is divisible by z_i − z_j exactly when substituting z_j for z_i gives the zero polynomial. In physical terms, a polynomial amplitude that vanishes whenever two particles meet contains their separation as a factor; no symmetry, normalisation or Hamiltonian is assumed. One direction is direct, since the substitution sends z_i − z_j to zero. For the other, the attempt shows by induction on polynomials that the substitution changes any polynomial by a multiple of z_i − z_j, then applies this to one that the substitution sends to zero.

As first written in Lean, the proof fails:

```lean
import Mathlib

open MvPolynomial

namespace LaughlinMinimality

variable (K : Type*) [Field K] {N : ℕ}

/-- Bringing particle `i` to the position of particle `j`: the substitution `z_i → z_j`. -/
noncomputable def merge (i j : Fin N) :
    MvPolynomial (Fin N) K →ₐ[K] MvPolynomial (Fin N) K :=
  rename (fun k => if k = i then j else k)

/-- A polynomial is divisible by `z_i - z_j` exactly when it vanishes as particle `i` is
brought to the position of particle `j`. -/
theorem sub_dvd_iff_merge_eq_zero (i j : Fin N) (P : MvPolynomial (Fin N) K) :
    (X i - X j) ∣ P ↔ merge K i j P = 0 := by
  constructor
  · rintro ⟨Q, rfl⟩
    have h0 : merge K i j (X i - X j) = 0 := by simp [merge]
    rw [map_mul, h0, zero_mul]
  · -- the substitution changes any polynomial by a multiple of `z_i - z_j`
    have key : ∀ R : MvPolynomial (Fin N) K, (X i - X j) ∣ R - merge K i j R := by
      intro R
      refine MvPolynomial.induction_on R ?_ ?_ ?_
      · intro a
        simp [merge]
      · intro p q hp hq
        have e : p + q - merge K i j (p + q)
            = (p - merge K i j p) + (q - merge K i j q) := by
          rw [map_add]; ring
        rw [e]
        exact dvd_add hp hq
      · intro p k hp
        have hk : (X i - X j : MvPolynomial (Fin N) K) ∣ X k - merge K i j (X k) := by
          by_cases h : k = i
          · subst h
            simp [merge]
          · simp [merge, h]
        have e : p * X k - merge K i j (p * X k)
            = (p - merge K i j p) * X k + merge K i j p * (X k - merge K i j (X k)) := by
          rw [map_mul]; ring
        rw [e]
        exact dvd_add (hp.mul_right _) (hk.mul_left _)
    intro h
    have hP := key P
    rwa [h, sub_zero] at hP

end LaughlinMinimality
```

The error:

```
Main.lean:25:6: error: Type mismatch
  induction_on R ?m.117 ?m.118 ?m.119
has type
  ?m.116 R
but is expected to have type
  X i - X j ∣ R - (merge K i j) R
```

The induction principle `MvPolynomial.induction_on` proves a property, called the motive, of a polynomial. Under `refine`, Lean had to find the motive by matching `?m.116 R` with the divisibility goal. The error says that this match failed, with the motive still unknown; it does not say why. The three cases of the induction are not what it complains of.

The repair uses `induction R using MvPolynomial.induction_on`, which forms the motive from the goal itself, as a statement about `R`, so it no longer has to be found by that match.

The other changes follow from this one. The `induction` tactic has already introduced each case's variables and hypotheses, so the `intro` lines must go. Those variables and hypotheses have no usable names, and `rename_i` supplies the ones the later steps use, such as `hp` and `hq`. In the constant case the name `a` is never used, so `rename_i a` is mere tidying. The algebra is unchanged.

This version goes through:

```diff
@@ -23,8 +23,8 @@
     have key : ∀ R : MvPolynomial (Fin N) K, (X i - X j) ∣ R - merge K i j R := by
       intro R
-      refine MvPolynomial.induction_on R ?_ ?_ ?_
-      · intro a
+      induction R using MvPolynomial.induction_on
+      · rename_i a
         simp [merge]
-      · intro p q hp hq
+      · rename_i p q hp hq
         have e : p + q - merge K i j (p + q)
             = (p - merge K i j p) + (q - merge K i j q) := by
@@ -32,5 +32,5 @@
         rw [e]
         exact dvd_add hp hq
-      · intro p k hp
+      · rename_i p k hp
         have hk : (X i - X j : MvPolynomial (Fin N) K) ∣ X k - merge K i j (X k) := by
           by_cases h : k = i
```
